# The matrix of a local potential in the plane-wave basis of a finite ring

Without a closed formula, the matrix of a potential $V$ between the $N$ plane waves of a ring is a table of $N^2$ separate sums of $N$ terms each. A formula recalled with the wrong convention does a different kind of damage. Take the plane waves $e_k(x) = e^{2\pi i kx/N}/\sqrt N$ and the transform $\hat V(g) = \sum_x V(x)\,e^{-2\pi i gx/N}$. Writing $\hat V(q-k)/N$ where $\hat V(k-q)/N$ belongs then gives the matrix of the reflected potential $V(-x)$, which has the same diagonal and is still Hermitian for real $V$, so neither check detects the error. The identity

$$M(V)_{kq} = \langle e_k, V e_q\rangle = \frac{\hat V(k-q)}{N}$$

reduces the table to $N$ numbers and fixes the sign and the normalisation. It is the one-dimensional, finite-ring version of the matrix element of the local potential in plane-wave electronic-structure calculations, without kinetic energy or spin. The convolution theorem appears here for the cyclic group and for the transform of a product only; the name also covers the transform of a convolution and the continuous case. The counter-examples and physical side remarks in this note, including the one on reflection, are hand arguments that the Lean file does not check.

## The model and the formal statements

```lean
import Mathlib

open scoped Matrix ComplexConjugate

namespace LocalPotentialPlaneWave

noncomputable section

variable {N : ℕ} [NeZero N]
```

Sites $x$ and wave numbers $k$ both have type `ZMod N`, the integers modulo $N$, and `k.val` is the representative in $\{0,\dots,N-1\}$. For lattice spacing $a$, the label $k$ stands for the wave vector $2\pi k/(Na)$. With $\omega = e^{2\pi i/N}$ the plane wave is $e_k(x) = \omega^{kx}/\sqrt N$.

```lean
/-- The normalised plane wave `e_k(x) = exp(2πi k x / N) / √N` on a ring of `N` sites. -/
def planeWave (k x : ZMod N) : ℂ :=
  Complex.exp (2 * Real.pi * Complex.I * ((k.val : ℂ) * (x.val : ℂ)) / N)
    / ((Real.sqrt N : ℝ) : ℂ)
```

The inner product is antilinear in its first argument and carries no weight per site.

```lean
/-- The inner product `⟨f, g⟩ = ∑ₓ conj f(x) g(x)` of two wave functions on the ring. -/
def braket (f g : ZMod N → ℂ) : ℂ := ∑ x : ZMod N, conj (f x) * g x
```

The transform $\hat V(g) = \sum_x V(x)\,\omega^{-gx}$ has a minus sign in the exponent and no prefactor, and the mean is $\langle V\rangle = \frac1N\sum_x V(x)$.

```lean
/-- The discrete Fourier transform `V̂(g) = ∑ₓ V(x) exp(-2πi g x / N)`. -/
def dft (V : ZMod N → ℂ) (g : ZMod N) : ℂ :=
  ∑ x : ZMod N,
    V x * Complex.exp (-(2 * Real.pi * Complex.I * ((g.val : ℂ) * (x.val : ℂ)) / N))

/-- The mean value of `V` over the `N` sites. -/
def mean (V : ZMod N → ℂ) : ℂ := (∑ x : ZMod N, V x) / N
```

A potential is any function `V : ZMod N → ℂ`. The row index of `potentialMatrix V` is the bra and the column index is the ket. The matrix $U$, `planeWaveBasis N`, has entries $U_{xk} = e_k(x)$.

```lean
/-- The matrix `⟨e_k, V e_q⟩` of the local potential `V` in the plane-wave basis. -/
def potentialMatrix (V : ZMod N → ℂ) : Matrix (ZMod N) (ZMod N) ℂ :=
  Matrix.of fun k q => braket (planeWave k) (fun x => V x * planeWave q x)

/-- The matrix `U` whose column `k` is the plane wave `e_k`. -/
def planeWaveBasis (n : ℕ) : Matrix (ZMod n) (ZMod n) ℂ :=
  Matrix.of fun x k => planeWave k x
```

For every $N \ge 1$ and all complex $V$, $W$ on the ring, the theorems state:

1. $M(V)_{kq} = \hat V(k-q)/N$, with $k-q$ taken modulo $N$.
2. $\langle e_k, e_q\rangle = \delta_{kq}$, $U^\dagger U = UU^\dagger = 1$, and $M(V) = U^\dagger \operatorname{diag}(V)\,U$.
3. $M(VW) = M(V)M(W)$ and $\widehat{VW}(g) = \frac1N\sum_p \hat V(g-p)\hat W(p)$.
4. $M(V)^\dagger = M(V^*)$, and $M(V)$ is Hermitian if and only if $\operatorname{Im} V(x) = 0$ at every site.
5. $M(V)_{kk} = \langle V\rangle$ for every $k$, and $\operatorname{tr} M(V) = \sum_x V(x)$.
6. $\sum_{q\ne k}|M(V)_{kq}|^2 = \langle |V|^2\rangle - |\langle V\rangle|^2$ for every $k$.

Only one assumption is written as a hypothesis on all theorems, `[NeZero N]`. Periodicity, normalisation, locality and the use of the whole basis are built into the types and definitions, and reality of $V$ is one side of an equivalence. The statements do not cover continuous space, more than one dimension or a Hamiltonian. They also make no assumption that $V$ repeats with a period shorter than $N$, so they contain neither Bloch's theorem nor the selection rule that restricts $k-q$ to reciprocal-lattice vectors.

## At least one site

`[NeZero N]` says $N \ge 1$: the system is a finite, non-empty ring. By hand this is used whenever one divides by $N$ and when the number of sites is counted as $N$. In the proofs it appears as `hN : (N : ℂ) ≠ 0` in `planeWave_orthonormal`, `dft_mul` and `potentialMatrix_diag`, and it is what makes `k.val` a representative of `k`. For $N = 0$ the type `ZMod 0` is the set of all integers, so the sites do not close up into a finite loop and there is no finite sum over them.

## Integer wave numbers on a closed ring

Taking $x$ modulo $N$ is the Born–von Kármán condition $\psi(x+N) = \psi(x)$, and it restricts $k$ to integers. Conversely, $k$ and $k+N$ give the same function on integer sites. By hand the step is $\omega^N = 1$: the phase $\omega^{kx}$ depends only on the product $kx$ modulo $N$, so representatives can be changed freely, and in particular a negative difference $k-q$ may be replaced by $k-q+N$.

The lemma `exp_eq_char` is this step. The natural number `k.val * x.val` reduces to `k * x` in `ZMod N`, and `ZMod.toCircle_natCast` evaluates the character `ZMod.stdAddChar` on the class of a natural number $n$ as $e^{2\pi i n/N}$. After this lemma, exponents can be manipulated as elements of the ring `ZMod N`.

```lean
/-- The phase `exp(2πi k x / N)` is the standard character of the cyclic group
evaluated at the product `k x` modulo `N`. -/
theorem exp_eq_char (k x : ZMod N) :
    Complex.exp (2 * Real.pi * Complex.I * ((k.val : ℂ) * (x.val : ℂ)) / N)
      = ZMod.stdAddChar (k * x) := by
  have h : ((k.val * x.val : ℕ) : ZMod N) = k * x := by
    rw [Nat.cast_mul, ZMod.natCast_zmod_val, ZMod.natCast_zmod_val]
  rw [← h, ZMod.stdAddChar_apply, ZMod.toCircle_natCast, Nat.cast_mul]
```

With non-integer differences of wave number, orthogonality fails. For $N = 2$, sites $x = 0, 1$ and $k - q = \tfrac12$, the overlap is $\tfrac12(1 + e^{-i\pi/2}) = \tfrac12(1 - i) \neq 0$. The wrap-around of $k-q$ is exact on the ring, but it distinguishes the model from a continuum, where wave vectors do not wrap: for $N=4$ the entries with $k-q=-3$ and $k-q=1$ are the same number.

## Normalisation by $1/\sqrt N$

The factor $1/\sqrt N$ gives each plane wave unit norm. By hand it enters once, in the pair density:

$$e_k(x)^*\,e_q(x) = \frac{\omega^{-kx}\,\omega^{qx}}{\sqrt N\sqrt N} = \frac{\omega^{-(k-q)x}}{N}.$$

The proof of `conj_planeWave_mul` has one auxiliary statement for each move. `hc` says that the conjugate of a phase is its inverse. `h1` splits $\omega^{kx} = \omega^{(k-q)x}\omega^{qx}$ using $kx = (k-q)x + qx$ in `ZMod N`, which is where periodicity is used again. `hq` allows the factor $\omega^{qx}$ to be cancelled, and `hs` is $\sqrt N\sqrt N = N$.

```lean
/-- The pair density of two plane waves is
`conj e_k(x) e_q(x) = exp(-2πi (k - q) x / N) / N`. -/
theorem conj_planeWave_mul (k q x : ZMod N) :
    conj (planeWave k x) * planeWave q x
      = Complex.exp
          (-(2 * Real.pi * Complex.I * (((k - q).val : ℂ) * (x.val : ℂ)) / N)) / N := by
  -- the conjugate of a phase is its inverse
  have hc : conj (Complex.exp (2 * Real.pi * Complex.I * ((k.val : ℂ) * (x.val : ℂ)) / N))
      = (Complex.exp (2 * Real.pi * Complex.I * ((k.val : ℂ) * (x.val : ℂ)) / N))⁻¹ := by
    rw [← Complex.exp_conj, ← Complex.exp_neg]
    congr 1
    simp only [map_div₀, map_mul, map_ofNat, Complex.conj_ofReal, Complex.conj_I, map_natCast]
    ring
  -- wave numbers add modulo N
  have h1 : ZMod.stdAddChar (k * x)
      = ZMod.stdAddChar ((k - q) * x) * ZMod.stdAddChar (q * x) := by
    have harg : k * x = (k - q) * x + q * x := by ring
    rw [← AddChar.map_add_eq_mul, ← harg]
  have hq : ZMod.stdAddChar (q * x) ≠ 0 := by
    rw [← exp_eq_char]
    exact Complex.exp_ne_zero _
  have hs : ((Real.sqrt N : ℝ) : ℂ) * ((Real.sqrt N : ℝ) : ℂ) = (N : ℂ) := by
    rw [← Complex.ofReal_mul, Real.mul_self_sqrt (Nat.cast_nonneg N), Complex.ofReal_natCast]
  unfold planeWave
  rw [map_div₀, Complex.conj_ofReal, hc, Complex.exp_neg, exp_eq_char k x, exp_eq_char q x,
    exp_eq_char (k - q) x, h1, div_mul_div_comm, hs, mul_inv, mul_assoc,
    inv_mul_cancel₀ hq, mul_one]
```

With unnormalised waves $\omega^{kx}$ the matrix is $M' = NM$. Its entries are $\hat V(k-q)$, its diagonal is $\sum_x V(x)$, and the product rule becomes $M'(VW) = M'(V)M'(W)/N$.

## Locality of the potential

A local potential multiplies the wave function site by site, $(V\psi)(x) = V(x)\psi(x)$, which is the term `fun x => V x * planeWave q x` in the definition of the matrix. By hand, locality is the reason that bra and ket are evaluated at the same site, so that the pair density can be inserted:

$$\langle e_k, Ve_q\rangle = \sum_x e_k(x)^*\,V(x)\,e_q(x) = \frac1N\sum_x V(x)\,\omega^{-(k-q)x} = \frac{\hat V(k-q)}{N}.$$

The proof moves the division by $N$ inside the sum and compares the two sides term by term. The `linear_combination` line multiplies the pair-density identity by $V(x)$. Locality returns in `potentialMatrix_eq_conj` as `Matrix.diagonal V`, and in `potentialMatrix_mul` as the rule for multiplying diagonal matrices.

```lean
/-- Matrix element of a local potential between plane waves:
`⟨e_k, V e_q⟩ = V̂(k - q) / N`. -/
theorem potentialMatrix_apply (V : ZMod N → ℂ) (k q : ZMod N) :
    potentialMatrix V k q = dft V (k - q) / N := by
  simp only [potentialMatrix, Matrix.of_apply, braket, dft]
  rw [Finset.sum_div]
  refine Finset.sum_congr rfl fun x _ => ?_
  linear_combination V x * conj_planeWave_mul k q x
```

For an operator that connects different sites, the matrix is never a function of $k-q$ alone, because every function of $k-q$ is the matrix of some local potential. The hopping operator $(T\psi)(x) = \psi(x+1) + \psi(x-1)$ has matrix $2\cos(2\pi k/N)\,\delta_{kq}$, whose diagonal varies with $k$ for $N\ge2$, while $k-q = 0$ on the whole diagonal.

## The complete set of $N$ plane waves

The index $k$ runs over all of `ZMod N`, so there are as many plane waves as sites and no cutoff is applied. By hand, orthonormality comes first. Setting $m = q-k$, the overlap is $S/N$ with $S = \sum_x \omega^{mx}$. Shifting $x \to x+1$ permutes the sites of the ring, so $\omega^m S = S$. If $m \ne 0$ modulo $N$ then $\omega^m \neq 1$ and $S = 0$; if $m = 0$ then $S = N$.

In the proof, `hterm` rewrites each term as the character at `x * (q - k)` divided by $N$. The evaluation of $S$ is taken from Mathlib as `AddChar.sum_mulShift`, whose input `ZMod.isPrimitive_stdAddChar N` says that $x\mapsto\omega^{mx}$ is not identically one for $m\neq0$. The two cases $k=q$ and $k \ne q$ then give $N/N$ and $0/N$.

```lean
/-- The plane waves are orthonormal: `⟨e_k, e_q⟩ = δ_{kq}`. -/
theorem planeWave_orthonormal (k q : ZMod N) :
    braket (planeWave k) (planeWave q) = if k = q then 1 else 0 := by
  have hN : (N : ℂ) ≠ 0 := Nat.cast_ne_zero.mpr (NeZero.ne N)
  have hterm : ∀ x : ZMod N, conj (planeWave k x) * planeWave q x
      = ZMod.stdAddChar (x * (q - k)) / N := by
    intro x
    have harg : -((k - q) * x) = x * (q - k) := by ring
    rw [conj_planeWave_mul, Complex.exp_neg, exp_eq_char, ← AddChar.map_neg_eq_inv, harg]
  simp only [braket, hterm]
  -- the sum of the phases over the ring is N or 0
  rw [← Finset.sum_div, AddChar.sum_mulShift _ (ZMod.isPrimitive_stdAddChar N)]
  by_cases h : k = q
  · subst h
    simp [ZMod.card, hN]
  · have hne : q - k ≠ 0 := sub_ne_zero.mpr (Ne.symm h)
    simp [h, hne]
```

Since $(U^\dagger U)_{kq} = \sum_x e_k(x)^* e_q(x)$, orthonormality is $U^\dagger U = 1$. This much holds for any subset of the plane waves. With only $r < N$ of them, $UU^\dagger$ is an $N\times N$ matrix of rank $r$ and is not the identity. With all $N$ waves $U$ is square, and completeness, $UU^\dagger = 1$, follows because a left inverse of a square matrix is also a right inverse. That is the single use of `mul_eq_one_comm`.

```lean
/-- The matrix of plane waves is unitary: `U† U = 1` and `U U† = 1`. -/
theorem planeWaveBasis_unitary :
    (planeWaveBasis N)ᴴ * planeWaveBasis N = 1 ∧
      planeWaveBasis N * (planeWaveBasis N)ᴴ = 1 := by
  have h1 : (planeWaveBasis N)ᴴ * planeWaveBasis N = 1 := by
    ext k q
    simp only [Matrix.mul_apply, Matrix.conjTranspose_apply, planeWaveBasis, Matrix.of_apply,
      Matrix.one_apply, Complex.star_def]
    exact planeWave_orthonormal k q
  exact ⟨h1, mul_eq_one_comm.mp h1⟩
```

The defining sum $\sum_x U_{xk}^*\,V(x)\,U_{xq}$ is the $(k,q)$ entry of $U^\dagger\operatorname{diag}(V)U$, and the proof only expands the matrix product.

```lean
/-- The plane-wave matrix of `V` is `U† diag(V) U`. -/
theorem potentialMatrix_eq_conj (V : ZMod N → ℂ) :
    potentialMatrix V = (planeWaveBasis N)ᴴ * Matrix.diagonal V * planeWaveBasis N := by
  ext k q
  rw [Matrix.mul_apply]
  simp only [Matrix.mul_diagonal, Matrix.conjTranspose_apply, planeWaveBasis, Matrix.of_apply,
    potentialMatrix, braket, Complex.star_def, mul_assoc]
```

Multiplicativity follows by inserting the completeness relation between the two diagonal factors:

$$M(VW) = U^\dagger \operatorname{diag}(V)\operatorname{diag}(W)\,U = U^\dagger \operatorname{diag}(V)\,UU^\dagger \operatorname{diag}(W)\,U = M(V)M(W).$$

The first step of the `calc` block is the insertion and the second regroups the factors.

```lean
/-- The matrix of the pointwise product of two potentials is the product of their matrices. -/
theorem potentialMatrix_mul (V W : ZMod N → ℂ) :
    potentialMatrix (fun x => V x * W x) = potentialMatrix V * potentialMatrix W := by
  have h := (planeWaveBasis_unitary (N := N)).2
  rw [potentialMatrix_eq_conj (fun x => V x * W x), potentialMatrix_eq_conj V,
    potentialMatrix_eq_conj W, ← Matrix.diagonal_mul_diagonal V W]
  -- insert the completeness relation between the two factors
  calc (planeWaveBasis N)ᴴ * (Matrix.diagonal V * Matrix.diagonal W) * planeWaveBasis N
      = (planeWaveBasis N)ᴴ * Matrix.diagonal V * (planeWaveBasis N * (planeWaveBasis N)ᴴ)
          * Matrix.diagonal W * planeWaveBasis N := by
        rw [h, Matrix.mul_one]
        simp only [Matrix.mul_assoc]
    _ = _ := by simp only [Matrix.mul_assoc]
```

The $(g,0)$ entry of this identity reads

$$\frac{\widehat{VW}(g)}{N} = \sum_p \frac{\hat V(g-p)}{N}\,\frac{\hat W(p)}{N},$$

and multiplying by $N$ gives the convolution formula. The proof of `dft_mul` extracts that entry with `congrFun`, substitutes `potentialMatrix_apply`, and clears the denominators term by term.

```lean
/-- Convolution theorem: the transform of a pointwise product is
`(1/N) ∑ₚ V̂(g - p) Ŵ(p)`. -/
theorem dft_mul (V W : ZMod N → ℂ) (g : ZMod N) :
    dft (fun x => V x * W x) g = (∑ p : ZMod N, dft V (g - p) * dft W p) / N := by
  have hN : (N : ℂ) ≠ 0 := Nat.cast_ne_zero.mpr (NeZero.ne N)
  -- read off the (g, 0) entry of the matrix product
  have h := congrFun (congrFun (potentialMatrix_mul V W) g) 0
  rw [Matrix.mul_apply] at h
  simp only [potentialMatrix_apply, sub_zero] at h
  rw [div_eq_iff hN] at h
  rw [h, Finset.sum_div, Finset.sum_mul]
  refine Finset.sum_congr rfl fun p _ => ?_
  field_simp
```

A truncated basis keeps the formula for each retained matrix element but can lose the product rule. For $N=2$ and $V = W = (1,-1)$, retaining only $k=0$ gives the $1\times1$ matrix $0$ for $V$, whereas $V^2 = (1,1)$ has the matrix $1$.

## Reality of the potential

A real $V$ is an ordinary potential energy, while an imaginary part describes absorption or emission of probability. By hand the adjoint is computed without any assumption on $V$:

$$(M(V)^\dagger)_{kq} = \Big(\sum_x e_q(x)^*\,V(x)\,e_k(x)\Big)^{*} = \sum_x e_k(x)^*\,V(x)^*\,e_q(x) = M(V^*)_{kq}.$$

The proof distributes the conjugation over the sum and the products and reorders the three factors with `ring`.

```lean
/-- The adjoint of the matrix of `V` is the matrix of the complex conjugate potential. -/
theorem potentialMatrix_conjTranspose (V : ZMod N → ℂ) :
    (potentialMatrix V)ᴴ = potentialMatrix (fun x => conj (V x)) := by
  ext k q
  simp only [Matrix.conjTranspose_apply, potentialMatrix, Matrix.of_apply, braket,
    Complex.star_def, map_sum, map_mul, starRingEnd_self_apply]
  refine Finset.sum_congr rfl fun x _ => ?_
  ring
```

If $V^* = V$ then $M(V)^\dagger = M(V)$. This is the second branch of the proof of `potentialMatrix_isHermitian_iff`, and the only place in the file where reality is assumed. For the converse, suppose $M(V)^\dagger = M(V)$, so $M(V^*) = M(V)$, which is `h1`. Transforming back to the site basis gives

$$U M(W) U^\dagger = (UU^\dagger)\operatorname{diag}(W)(UU^\dagger) = \operatorname{diag}(W)$$

for any $W$, which is `back`. Applying it to both sides yields $\operatorname{diag}(V^*) = \operatorname{diag}(V)$, and the $(x,x)$ entry is $V(x)^* = V(x)$.

```lean
/-- The plane-wave matrix of `V` is Hermitian if and only if `V` is real at every site. -/
theorem potentialMatrix_isHermitian_iff (V : ZMod N → ℂ) :
    (potentialMatrix V).IsHermitian ↔ ∀ x, (V x).im = 0 := by
  constructor
  · intro h x
    have hU := (planeWaveBasis_unitary (N := N)).2
    have h1 : potentialMatrix (fun x => conj (V x)) = potentialMatrix V := by
      rw [← potentialMatrix_conjTranspose]
      exact h.eq
    -- transforming back to the site basis recovers the potential
    have back : ∀ W : ZMod N → ℂ,
        planeWaveBasis N * potentialMatrix W * (planeWaveBasis N)ᴴ = Matrix.diagonal W := by
      intro W
      rw [potentialMatrix_eq_conj]
      calc planeWaveBasis N * ((planeWaveBasis N)ᴴ * Matrix.diagonal W * planeWaveBasis N)
            * (planeWaveBasis N)ᴴ
          = (planeWaveBasis N * (planeWaveBasis N)ᴴ) * Matrix.diagonal W
            * (planeWaveBasis N * (planeWaveBasis N)ᴴ) := by simp only [Matrix.mul_assoc]
        _ = Matrix.diagonal W := by rw [hU, Matrix.one_mul, Matrix.mul_one]
    have h2 : Matrix.diagonal (fun x => conj (V x)) = Matrix.diagonal V := by
      rw [← back V, ← h1, back]
    have h3 := congrFun (congrFun h2 x) x
    simp only [Matrix.diagonal_apply_eq] at h3
    exact Complex.conj_eq_iff_im.mp h3
  · intro h
    have hV : (fun x => conj (V x)) = V := funext fun x => Complex.conj_eq_iff_im.mpr (h x)
    show (potentialMatrix V)ᴴ = potentialMatrix V
    rw [potentialMatrix_conjTranspose, hV]
```

Because the theorem is an equivalence, a nonzero imaginary part at a single site makes the matrix non-Hermitian. The converse direction uses $UU^\dagger=1$ twice and fails under truncation: for $N=2$ and $V = (i,-i)$, the block with $k=0$ alone is the Hermitian matrix $0$.

## Which hypotheses the diagonal and the sum rule use

Setting $q = k$ in the matrix element gives $M(V)_{kk} = \hat V(0)/N = \langle V\rangle$. This uses locality and normalisation but neither completeness nor reality. The trace is the sum of $N$ equal entries, $N\langle V\rangle = \sum_x V(x)$, and this count requires all $N$ values of $k$. The proof follows the same route, with `ZMod.card` supplying the count. For real $V$, the expectation value of $V$ is therefore the same in every plane wave of the ring.

```lean
/-- Every diagonal element `⟨e_k, V e_k⟩` is the mean of `V`, and the trace of the matrix is
the sum of `V` over the sites. -/
theorem potentialMatrix_diag (V : ZMod N → ℂ) :
    (∀ k, potentialMatrix V k k = mean V) ∧
      (potentialMatrix V).trace = ∑ x : ZMod N, V x := by
  have hN : (N : ℂ) ≠ 0 := Nat.cast_ne_zero.mpr (NeZero.ne N)
  have h : ∀ k, potentialMatrix V k k = mean V := by
    intro k
    rw [potentialMatrix_apply, sub_self]
    simp [dft, mean]
  refine ⟨h, ?_⟩
  have ht : (potentialMatrix V).trace = ∑ _k : ZMod N, mean V :=
    Finset.sum_congr rfl fun k _ => h k
  rw [ht, Finset.sum_const, Finset.card_univ, ZMod.card, nsmul_eq_mul]
  unfold mean
  field_simp
```

The sum rule combines the adjoint, the product rule and the diagonal, and it holds for complex $V$:

$$\sum_q |M(V)_{kq}|^2 = \big(M(V)M(V)^\dagger\big)_{kk} = M(VV^*)_{kk} = \langle |V|^2\rangle .$$

Removing the term $q=k$, which is $|\langle V\rangle|^2$, leaves the stated identity. In the proof, `h` is the last two equalities, `h'` is the same equation between real numbers after the matrix product is expanded, `h2` splits off the diagonal term from the sum over `Finset.univ.erase k`, and `linarith` subtracts. The right-hand side is the variance of $V$ over the sites and does not depend on $k$. For real $V$ and $k=0$, the terms on the left are the numerators $M(V)_{kq}M(V)_{qk}$ of the second-order energy shift when $V$ perturbs free motion on the ring. If $k \ne -k$ modulo $N$, the waves $e_k$ and $e_{-k}$ have the same kinetic energy, so the non-degenerate formula has a zero denominator at $q=-k$ and cannot be used as it stands. Completeness enters through `potentialMatrix_mul`. For $N=2$ and $V=(1,-1)$ the right-hand side is $1$ and equals $|M_{01}|^2$, while a basis truncated to $k=0$ leaves an empty sum on the left.

```lean
/-- Sum rule: for every `k`, the sum over `q ≠ k` of `|⟨e_k, V e_q⟩|²` is the mean of `|V|²`
minus the squared modulus of the mean of `V`. -/
theorem offDiagonal_sum_rule (V : ZMod N → ℂ) (k : ZMod N) :
    ∑ q ∈ Finset.univ.erase k, ‖potentialMatrix V k q‖ ^ 2
      = (∑ x : ZMod N, ‖V x‖ ^ 2) / N - ‖mean V‖ ^ 2 := by
  simp only [Complex.sq_norm]
  -- M M† is the matrix of |V|², whose diagonal is the mean of |V|²
  have h : (potentialMatrix V * (potentialMatrix V)ᴴ) k k
      = mean (fun x => V x * conj (V x)) := by
    rw [potentialMatrix_conjTranspose, ← potentialMatrix_mul V (fun x => conj (V x))]
    exact (potentialMatrix_diag _).1 k
  rw [Matrix.mul_apply] at h
  simp only [Matrix.conjTranspose_apply, Complex.star_def, Complex.mul_conj, mean] at h
  have h' : ∑ j : ZMod N, Complex.normSq (potentialMatrix V k j)
      = (∑ x : ZMod N, Complex.normSq (V x)) / N := by
    exact_mod_cast h
  -- split off the diagonal term
  have h2 : Complex.normSq (potentialMatrix V k k)
      + ∑ q ∈ Finset.univ.erase k, Complex.normSq (potentialMatrix V k q)
      = ∑ j : ZMod N, Complex.normSq (potentialMatrix V k j) :=
    Finset.add_sum_erase _ (fun j => Complex.normSq (potentialMatrix V k j)) (Finset.mem_univ k)
  rw [(potentialMatrix_diag V).1 k] at h2
  linarith

end

end LocalPotentialPlaneWave
```

```lean
#print axioms LocalPotentialPlaneWave.planeWaveBasis_unitary
-- 'LocalPotentialPlaneWave.planeWaveBasis_unitary' depends on axioms: [propext, Classical.choice, Quot.sound]
#print axioms LocalPotentialPlaneWave.dft_mul
-- 'LocalPotentialPlaneWave.dft_mul' depends on axioms: [propext, Classical.choice, Quot.sound]
#print axioms LocalPotentialPlaneWave.potentialMatrix_isHermitian_iff
-- 'LocalPotentialPlaneWave.potentialMatrix_isHermitian_iff' depends on axioms: [propext, Classical.choice, Quot.sound]
#print axioms LocalPotentialPlaneWave.offDiagonal_sum_rule
-- 'LocalPotentialPlaneWave.offDiagonal_sum_rule' depends on axioms: [propext, Classical.choice, Quot.sound]
```
